# A linear isometry that acts on atomic orbitals through a unitary matrix acts on the Löwdin orbitals through the same matrix

Take two equal 1s orbitals φ₀ and φ₁ on the nuclei of H₂, with overlap s between 0 and 1, and orthonormalise them by Gram–Schmidt. The first orbital stays as it is and the second absorbs the whole correction. The reflection that exchanges the atoms no longer exchanges the two basis functions. An electron in the bonding orbital, which is shared equally by symmetry, is now assigned with weight (1 + s)/2 to the first function and (1 − s)/2 to the second. The molecule is symmetric, but the populations are not.

Löwdin's symmetric orthogonalisation avoids this whenever the symmetry acts on the atomic orbitals through a unitary matrix. In electronic structure, the result bears on atomic populations and on the symmetry of the orthogonalised Fock matrix, for a finite, linearly independent basis.

## From invariant overlaps to a vanishing commutator

Let φᵢ be finitely many orbitals with overlap matrix Sᵢⱼ = ⟨φᵢ|φⱼ⟩, and let Y be a positive definite matrix with

Y S Y = 1.

Then S = Y⁻², so Y is the matrix usually written S^(−1/2). The Löwdin orbitals are

χⱼ = Σᵢ Yᵢⱼ φᵢ.

They are orthonormal, because their overlap matrix is Y†SY = YSY = 1. Let U be a linear map that preserves inner products and acts on the atomic orbitals by

U φⱼ = Σᵢ Rᵢⱼ φᵢ, with R†R = 1.

The claim is that U χⱼ = Σᵢ Rᵢⱼ χᵢ, with the same R.

**R commutes with S.** The overlap matrix of the transformed orbitals is R†SR. Since U preserves inner products, it is also S:

R†SR = S.

Multiplying from the left by R and using RR† = 1 gives SR = RS.

**R commutes with Y².** Multiply RS = SR by Y² on both sides. Since SY² = Y²S = 1, the left side becomes Y²RSY² = Y²R and the right side becomes Y²SRY² = RY². Hence

Y²R = RY².

**The commutator anticommutes with Y.** Put C = RY − YR. Then

YC + CY = YRY − Y²R + RY² − YRY = RY² − Y²R = 0.

**The commutator vanishes.** Multiply the last equation by C† from the left and take the trace. Since tr(C†CY) = tr(CYC†),

tr(C†YC) + tr(CYC†) = 0.

Both traces are sums of expectation values of Y, so neither is negative, and both must be zero. If cᵢ is the i-th column of C, the first trace is

tr(C†YC) = Σᵢ cᵢ†Ycᵢ = 0.

Every term is nonnegative, so every term is zero, and positive definiteness gives cᵢ = 0. Hence C = 0 and RY = YR.

**The Löwdin orbitals follow.** By linearity,

U χⱼ = Σₖ Yₖⱼ U φₖ = Σᵢ (RY)ᵢⱼ φᵢ = Σᵢ (YR)ᵢⱼ φᵢ = Σₖ Rₖⱼ χₖ.

If U merely permutes the atomic orbitals, U φⱼ = φ_σ(j), then R is a permutation matrix and U χⱼ = χ_σ(j).

Unitarity of R is a real restriction on the basis. A Cartesian d shell made of x², y², z², xy, xz and yz functions, each normalised, is mapped to itself by every rotation about its centre. Yet a rotation by 45° about z takes the x² function to a combination with coefficients 1/2, 1/2 and ±1/√3, whose squares add up to 5/6. That R is not unitary, and the Löwdin orbitals can't transform through it, since an isometry acts on an orthonormal set only through a matrix with R†R = 1. This example is an aside to the formal development below.

## Orbitals, coefficients and overlaps in Lean

The scalars `𝕜` are real or complex, `E` is an inner product space containing the orbitals, and the finite type `n` labels them.

```lean
import Mathlib

open Matrix
open scoped ComplexOrder

namespace LoewdinSymmetry

noncomputable section

variable {𝕜 E n : Type*} [RCLike 𝕜] [NormedAddCommGroup E] [InnerProductSpace 𝕜 E]
  [Fintype n] [DecidableEq n]
```

The inner product is conjugate-linear in its first argument, as in Dirac notation.

```lean
/-- The overlap matrix of a family of orbitals. -/
def overlap (𝕜 : Type*) {E n : Type*} [RCLike 𝕜] [NormedAddCommGroup E]
    [InnerProductSpace 𝕜 E] (φ : n → E) : Matrix n n 𝕜 :=
  Matrix.of fun i j => inner 𝕜 (φ i) (φ j)
```

The columns of `M` hold the expansion coefficients, the usual convention for molecular orbital coefficients. Thus `combine φ Y j` is χⱼ, and `combine φ R j` is the right side of the equation for U φⱼ.

```lean
omit [DecidableEq n] in
/-- The orbitals whose expansion coefficients in the family `φ` are the columns of `M`. -/
def combine (φ : n → E) (M : Matrix n n 𝕜) (j : n) : E := ∑ i, M i j • φ i
```

Combining with `A` and then with `B` is the same as combining once with `A * B`. The proof exchanges the two finite sums.

```lean
omit [DecidableEq n] in
/-- Two successive linear combinations of orbitals amount to one, with the product matrix. -/
theorem combine_combine (φ : n → E) (A B : Matrix n n 𝕜) :
    combine (combine φ A) B = combine φ (A * B) := by
  funext j
  simp only [combine, Finset.smul_sum, smul_smul, Matrix.mul_apply, Finset.sum_smul]
  rw [Finset.sum_comm]
  exact Finset.sum_congr rfl fun k _ => Finset.sum_congr rfl fun i _ => by rw [mul_comm]
```

The next lemma is the transformation law for overlaps, with `ᴴ` for the dagger. Expanding both arguments of the inner product gives a conjugated coefficient from the left and a plain one from the right, which are the two outer factors of the matrix product.

```lean
omit [DecidableEq n] in
/-- Under a change of orbitals with coefficient matrix `A`, the overlap matrix `S` becomes
`Aᴴ S A`. -/
theorem overlap_combine (φ : n → E) (A : Matrix n n 𝕜) :
    overlap 𝕜 (combine φ A) = Aᴴ * overlap 𝕜 φ * A := by
  ext i j
  rw [Matrix.mul_assoc, Matrix.mul_apply]
  change inner 𝕜 (∑ k, A k i • φ k) (∑ l, A l j • φ l) = _
  rw [sum_inner]
  refine Finset.sum_congr rfl fun k _ => ?_
  rw [inner_smul_left, inner_sum, Matrix.mul_apply]
  refine congrArg₂ (· * ·) rfl (Finset.sum_congr rfl fun l _ => ?_)
  rw [inner_smul_right, mul_comm]
  rfl
```

## Positivity removes the commutator

`eq_zero_of_anticommute` is the trace argument. `key` identifies a diagonal entry of D†YD as an expectation value of `Y` in a column of `D`, and `diag` and `tr` give the signs. For complex scalars, `0 ≤ z` says that z is real and nonnegative. The equation `h` is the vanishing sum of two traces, obtained by cyclicity, and `h0` extracts the first trace. The last lines take a column with zero expectation value and use positive definiteness to rule out a nonzero entry.

```lean
omit [DecidableEq n] in
/-- A matrix that anticommutes with a positive definite matrix is zero. -/
theorem eq_zero_of_anticommute {Y C : Matrix n n 𝕜} (hY : Y.PosDef)
    (hC : Y * C + C * Y = 0) : C = 0 := by
  -- diagonal entries of `Dᴴ Y D` are expectation values of `Y` in the columns of `D`
  have key : ∀ (D : Matrix n n 𝕜) (i : n),
      (Dᴴ * Y * D) i i = star (fun k => D k i) ⬝ᵥ (Y *ᵥ fun k => D k i) := by
    intro D i
    rw [Matrix.mul_assoc]
    rfl
  have diag : ∀ (D : Matrix n n 𝕜) (i : n), 0 ≤ (Dᴴ * Y * D) i i := by
    intro D i
    rw [key]
    exact hY.posSemidef.dotProduct_mulVec_nonneg _
  have tr : ∀ D : Matrix n n 𝕜, 0 ≤ (Dᴴ * Y * D).trace :=
    fun D => Finset.sum_nonneg fun i _ => diag D i
  have h : (Cᴴ * Y * C).trace + (Cᴴᴴ * Y * Cᴴ).trace = 0 := by
    rw [conjTranspose_conjTranspose, Matrix.trace_mul_comm (C * Y) Cᴴ, ← Matrix.trace_add,
      Matrix.mul_assoc Cᴴ Y C, ← Matrix.mul_add, hC, Matrix.mul_zero, Matrix.trace_zero]
  have h0 : ∑ i, (Cᴴ * Y * C) i i = 0 :=
    ((add_eq_zero_iff_of_nonneg (tr C) (tr Cᴴ)).1 h).1
  -- every column has zero expectation value, hence vanishes
  ext k i
  have hi := (Finset.sum_eq_zero_iff_of_nonneg fun i _ => diag C i).1 h0 i (Finset.mem_univ i)
  rw [key] at hi
  by_contra hk
  have hne : (fun k => C k i) ≠ 0 := fun hz => hk (congrFun hz k)
  exact (hY.dotProduct_mulVec_pos hne).ne' hi
```

In the following theorem, `S` may be any square matrix with `Y * S * Y = 1`, and `R` need not be unitary. The equations `h1` and `h2` say that Y² is an inverse of S on either side; they use the fact that a one-sided inverse of a finite square matrix is two-sided. The calculation `hsq` gives Y²R = RY², and the final one shows that the commutator anticommutes with `Y`. The tactic `noncomm_ring` rearranges products without changing the order of their factors.

```lean
/-- If `Y` is positive definite and `Y S Y = 1`, every matrix that commutes with `S` commutes with
`Y`. -/
theorem commute_of_commute_overlap {S Y R : Matrix n n 𝕜} (hY : Y.PosDef)
    (hS : Y * S * Y = 1) (h : R * S = S * R) : R * Y = Y * R := by
  have h1 : Y * (Y * S) = 1 := mul_eq_one_comm.mp hS
  have h2 : S * Y * Y = 1 := mul_eq_one_comm.mp (by rw [← Matrix.mul_assoc]; exact hS)
  -- `R` commutes with `Y²`, the inverse of `S`
  have hsq : Y * Y * R = R * (Y * Y) := by
    calc Y * Y * R = Y * Y * R * (S * Y * Y) := by rw [h2, mul_one]
      _ = Y * Y * (R * S) * (Y * Y) := by noncomm_ring
      _ = Y * (Y * S) * (R * (Y * Y)) := by rw [h]; noncomm_ring
      _ = R * (Y * Y) := by rw [h1, one_mul]
  -- so the commutator of `R` and `Y` anticommutes with `Y`
  refine sub_eq_zero.mp (eq_zero_of_anticommute hY ?_)
  calc Y * (R * Y - Y * R) + (R * Y - Y * R) * Y = R * (Y * Y) - Y * Y * R := by
        noncomm_ring
    _ = 0 := by rw [hsq, sub_self]
```

## The symmetry carried over to Löwdin orbitals

Orthonormality combines the transformation law with the Hermiticity of `Y`, which is part of `PosDef`.

```lean
/-- If `Y` is positive definite and `Y S Y = 1` for the overlap matrix `S` of the atomic
orbitals, the Löwdin orbitals are orthonormal. -/
theorem loewdin_orthonormal (φ : n → E) {Y : Matrix n n 𝕜} (hY : Y.PosDef)
    (hS : Y * overlap 𝕜 φ * Y = 1) : Orthonormal 𝕜 (combine φ Y) := by
  rw [orthonormal_iff_ite]
  intro i j
  have h : overlap 𝕜 (combine φ Y) = 1 := by
    rw [overlap_combine, hY.isHermitian.eq, hS]
  have hij := congrFun (congrFun h i) j
  rw [Matrix.one_apply] at hij
  exact hij
```

The main theorem takes a linear isometry `U : E →ₗᵢ[𝕜] E`, a matrix `R` with `Rᴴ * R = 1`, and the hypothesis `hU` that `U` acts on the atomic orbitals through `R`. The last of these says that the basis is closed under the symmetry: a basis function on one atom needs its partners on the equivalent atoms. The matrix `Y` is assumed and not constructed, and its defining equation makes the overlap matrix invertible, which excludes linearly dependent orbitals. Antiunitary operations such as time reversal are excluded when the scalars are complex, because `U` is linear.

For a molecule, `E` is the space of square-integrable functions and `U` sends f(r) to f(g⁻¹r) for a rotation or reflection g. That this map is a linear isometry is the step to be supplied from outside; it follows from the change of variables in the overlap integral.

In the proof, `hinv` is R†SR = S and `hcomm` is RS = SR. The equation `hmap` moves `U` through the linear combination. The two sides of the claim then have coefficient matrices `R * Y` and `Y * R`, which are equal by the preceding commutation theorem.

```lean
/-- Let `S` be the overlap matrix of the atomic orbitals. If a linear isometry acts on them through
a unitary matrix `R`, it acts on the Löwdin orbitals, built with a positive definite `Y` such that
`Y S Y = 1`, through the same `R`. -/
theorem loewdin_symmetry (φ : n → E) {Y R : Matrix n n 𝕜} (hY : Y.PosDef)
    (hS : Y * overlap 𝕜 φ * Y = 1) (U : E →ₗᵢ[𝕜] E) (hR : Rᴴ * R = 1)
    (hU : ∀ j, U (φ j) = combine φ R j) (j : n) :
    U (combine φ Y j) = combine (combine φ Y) R j := by
  -- the isometry preserves overlaps
  have hinv : Rᴴ * overlap 𝕜 φ * R = overlap 𝕜 φ := by
    rw [← overlap_combine]
    ext i k
    change inner 𝕜 (combine φ R i) (combine φ R k) = inner 𝕜 (φ i) (φ k)
    rw [← hU, ← hU, U.inner_map_map]
  have hcomm : R * overlap 𝕜 φ = overlap 𝕜 φ * R := by
    calc R * overlap 𝕜 φ = R * (Rᴴ * overlap 𝕜 φ * R) := by rw [hinv]
      _ = R * Rᴴ * (overlap 𝕜 φ * R) := by noncomm_ring
      _ = overlap 𝕜 φ * R := by rw [mul_eq_one_comm.mp hR, one_mul]
  have hmap : U (combine φ Y j) = combine (combine φ R) Y j := by
    simp only [combine, map_sum, map_smul, hU]
  rw [hmap, combine_combine, combine_combine, commute_of_commute_overlap hY hS hcomm]
```

For a permutation `σ`, the proof builds the matrix with entry 1 where `i = σ j` and 0 elsewhere, checks that it is unitary, and applies the main theorem. This form suits s orbitals on equivalent atoms. A reflection that also changes the sign of a p orbital falls under `loewdin_symmetry`, with an entry −1 in `R`.

```lean
/-- A linear isometry that permutes the atomic orbitals permutes in the same way the Löwdin orbitals
built with a positive definite `Y` such that `Y S Y = 1`, where `S` is the overlap matrix of the
atomic orbitals. -/
theorem loewdin_permutation (φ : n → E) {Y : Matrix n n 𝕜} (hY : Y.PosDef)
    (hS : Y * overlap 𝕜 φ * Y = 1) (U : E →ₗᵢ[𝕜] E) (σ : Equiv.Perm n)
    (hU : ∀ j, U (φ j) = φ (σ j)) (j : n) :
    U (combine φ Y j) = combine φ Y (σ j) := by
  let R : Matrix n n 𝕜 := Matrix.of fun i j => if i = σ j then 1 else 0
  have hc : ∀ (ψ : n → E) (k : n), combine ψ R k = ψ (σ k) := by
    intro ψ k
    simp [combine, R]
  have hR : Rᴴ * R = 1 := by
    ext i k
    simp [R, Matrix.mul_apply, Matrix.one_apply, eq_comm]
  rw [loewdin_symmetry φ hY hS U hR (fun k => by rw [hU, hc]) j, hc]
```

## Two mirror-image orbitals with overlap 24/25

The smallest interesting case is a pair of unit vectors in the plane, exchanged by swapping the coordinates. They stand for the two atomic orbitals of a homonuclear diatomic.

```lean
/-- Two normalised orbitals in the plane, mirror images of each other. -/
def dimer : Fin 2 → EuclideanSpace ℝ (Fin 2) := ![!₂[4 / 5, 3 / 5], !₂[3 / 5, 4 / 5]]
```

The theorem confirms that this pair satisfies the hypotheses of `loewdin_permutation`. It computes the overlap matrix, with off-diagonal entry 24/25, and verifies Y S Y = 1 entry by entry. Positive definiteness follows from writing the quadratic form of `Y` as

(5/7)(x₀² + x₁²) + (15/7)(x₀ − x₁)².

The last part checks that the coordinate exchange swaps the two orbitals.

```lean
/-- The dimer orbitals, an explicit positive definite `Y` with `Y S Y = 1` for their overlap matrix
`S`, and the exchange of the two coordinates, which swaps the orbitals, meet the hypotheses of
`loewdin_permutation`. -/
theorem loewdin_permutation_witness :
    (!![20 / 7, -15 / 7; -15 / 7, 20 / 7] : Matrix (Fin 2) (Fin 2) ℝ).PosDef ∧
    !![20 / 7, -15 / 7; -15 / 7, 20 / 7] * overlap ℝ dimer *
      !![20 / 7, -15 / 7; -15 / 7, 20 / 7] = 1 ∧
    ∀ j, (LinearIsometryEquiv.piLpCongrLeft 2 ℝ ℝ
      (Equiv.swap (0 : Fin 2) 1)).toLinearIsometry (dimer j) = dimer (Equiv.swap 0 1 j) := by
  have hS : overlap ℝ dimer = !![1, 24 / 25; 24 / 25, 1] := by
    ext i j
    fin_cases i <;> fin_cases j <;>
      norm_num [overlap, dimer, PiLp.inner_apply, Fin.sum_univ_two]
  refine ⟨Matrix.posDef_iff_dotProduct_mulVec.2
    ⟨by ext i j; fin_cases i <;> fin_cases j <;> simp, ?_⟩, ?_, ?_⟩
  · intro x hx
    -- the quadratic form is a sum of squares
    have e : star x ⬝ᵥ ((!![20 / 7, -15 / 7; -15 / 7, 20 / 7] : Matrix (Fin 2) (Fin 2) ℝ) *ᵥ x)
        = 5 / 7 * (x 0 ^ 2 + x 1 ^ 2) + 15 / 7 * (x 0 - x 1) ^ 2 := by
      simp [dotProduct, Matrix.mulVec, Fin.sum_univ_two]
      ring
    rw [e]
    by_contra hn
    have hd := sq_nonneg (x 0 - x 1)
    have h0 : x 0 = 0 := (pow_eq_zero_iff two_ne_zero).1
      (by linarith [sq_nonneg (x 0), sq_nonneg (x 1)])
    have h1 : x 1 = 0 := (pow_eq_zero_iff two_ne_zero).1
      (by linarith [sq_nonneg (x 0), sq_nonneg (x 1)])
    exact hx (by ext i; fin_cases i <;> simp [h0, h1])
  · rw [hS]
    ext i j
    fin_cases i <;> fin_cases j <;> norm_num [Matrix.mul_apply, Fin.sum_univ_two]
  · intro j
    ext i
    fin_cases j <;> fin_cases i <;>
      simp [dimer, LinearIsometryEquiv.piLpCongrLeft_apply, Equiv.piCongrLeft']


end

end LoewdinSymmetry
```

```lean
#print axioms LoewdinSymmetry.loewdin_orthonormal
#print axioms LoewdinSymmetry.loewdin_symmetry
#print axioms LoewdinSymmetry.loewdin_permutation
```

```
'LoewdinSymmetry.loewdin_orthonormal' depends on axioms: [propext, Classical.choice, Quot.sound]
'LoewdinSymmetry.loewdin_symmetry' depends on axioms: [propext, Classical.choice, Quot.sound]
'LoewdinSymmetry.loewdin_permutation' depends on axioms: [propext, Classical.choice, Quot.sound]
```

## The orthogonalised Fock matrix of a diatomic

A self-consistent-field program with a nonorthogonal basis typically solves FC = SCε, where F is the Fock matrix, C now holds the orbital coefficients and no longer denotes the commutator, and ε is the diagonal matrix of orbital energies. With symmetric orthogonalisation it diagonalises S, replaces each eigenvalue by its inverse square root and transforms back, which gives Y. It then diagonalises

F′ = Y F Y

and recovers the coefficients as C = YC′, where the columns of C′ are the eigenvectors of F′.

For the pair above, S has eigenvalues 49/25 and 1/25, with inverse square roots 5/7 and 5. Half their sum is 20/7 and half their difference is −15/7, the entries of `Y`. The Löwdin orbitals are then

χ₀ = (20/7)φ₀ − (15/7)φ₁ = (1, 0),

χ₁ = −(15/7)φ₀ + (20/7)φ₁ = (0, 1),

and the exchange swaps them.

If the Fock operator has the symmetry U, then R†FR = F. Since R commutes with Y,

R†F′R = Y R†FR Y = F′.

For the diatomic, this makes the two diagonal entries of F′ equal, and its eigenvectors can be chosen as (1, 1)/√2 and (1, −1)/√2. An electron in the bonding orbital has weight 1/2 on each Löwdin orbital. Gram–Schmidt would give 49/50 and 1/50 for the same state.
